# In a model where only the reference couples to spectator doubles, the CISD excitation energy grows without bound with the number of spectators

Take three states: a reference at energy 0, a locally excited state at w > 0, and one double excitation at D > 0 on a distant spectator unit. The double couples to the reference with strength K ≠ 0, and the excited state couples to nothing:

H =
( 0  0  K )
( 0  w  0 )
( K  0  D )

The excited state stays at w. The reference mixes with the double, and the ground state drops to

e₁ = (D − √(D² + 4K²))/2 < 0.

The excitation energy is therefore w − e₁, which is larger than the value w found without the spectator. With D = 3/2 and K = 1 the shift is 1/2, and with ten such spectators it is 5/2, although none of them takes part in the excitation.

The asymmetry comes from truncation at double excitations. A spectator double on top of the reference is a double and is kept, whereas the same double on top of the local single excitation is a triple and is left out. The ground state gains correlation energy from the spectators and the excited state gains none. For this model of identical spectators that do not interact with one another, the problems below show that CISD excitation energies are not size-intensive.

## The model with N spectators

The states are labelled by `Fin 2 ⊕ Fin N`. The label `Sum.inl 0` is the reference, `Sum.inl 1` the local excited state, and `Sum.inr j` the double on spectator j, with j running from 0 to N − 1. Energies are measured from the reference.

```lean
import Mathlib

open Matrix Filter

namespace CISDExcitationSpectators

noncomputable section
```

The matrix is assembled from four blocks: the two local states, the couplings in both directions, and D on the diagonal for the doubles. The parameter K stands for the Hamiltonian matrix element between the reference and a spectator double. It is postulated to be real and equal for all spectators, and is not computed from orbitals. All other couplings are set to zero, including those between the local excited state and the reference or the doubles.

```lean
/-- The CISD Hamiltonian with `N` spectators: a reference at energy `0`, a local excited state at
`w`, and `N` spectator doubles at `D`, each coupled by `K` to the reference only. -/
def hamiltonian (N : ℕ) (w D K : ℝ) : Matrix (Fin 2 ⊕ Fin N) (Fin 2 ⊕ Fin N) ℝ :=
  Matrix.fromBlocks !![0, 0; 0, w] (Matrix.of ![fun _ => K, fun _ => 0])
    (Matrix.of fun _ => ![K, 0]) (Matrix.diagonal fun _ => D)
```

An energy is a real number with a nonzero eigenvector. Since the matrix is real and symmetric, this describes its whole spectrum.

```lean
/-- The energies of the model: the real numbers that have a nonzero eigenvector. -/
def energies (N : ℕ) (w D K : ℝ) : Set ℝ :=
  {x | ∃ v : Fin 2 ⊕ Fin N → ℝ, v ≠ 0 ∧ hamiltonian N w D K *ᵥ v = x • v}
```

Write e_N for the candidate ground-state energy,

e_N = (D − √(D² + 4NK²))/2.

```lean
/-- The closed expression `(D - √(D² + 4NK²)) / 2` for the correlated ground state. -/
def groundEnergy (N : ℕ) (D K : ℝ) : ℝ := (D - √(D ^ 2 + 4 * N * K ^ 2)) / 2
```

The excitation energy is defined as w − e_N, the local excited level minus this expression. That the two terms are energies of the matrix, and that e_N is the lowest, is the subject of parts (d) and (e).

```lean
/-- The CISD excitation energy: the local excited level minus the ground-state energy. -/
def excitationEnergy (N : ℕ) (w D K : ℝ) : ℝ := w - groundEnergy N D K
```

## (a) The eigenvalue equation in components

**Task.** Write H v = x v for the amplitudes c₀ of the reference, c₁ of the excited state and d_j of the doubles.

**Solution.** Reading off the rows gives

K Σ_j d_j = x c₀
w c₁ = x c₁
K c₀ + D d_j = x d_j for every j.

In the proof, `a0`, `a1` and `a2` compute the three kinds of row of the matrix-vector product. The equivalence then follows by comparing components.

```lean
/-- The eigenvalue equation written out for the amplitudes of the reference, the excited state
and the spectator doubles. -/
theorem eigen_iff (N : ℕ) (w D K x : ℝ) (v : Fin 2 ⊕ Fin N → ℝ) :
    hamiltonian N w D K *ᵥ v = x • v ↔
      K * ∑ j, v (Sum.inr j) = x * v (Sum.inl 0) ∧
      w * v (Sum.inl 1) = x * v (Sum.inl 1) ∧
      ∀ j, K * v (Sum.inl 0) + D * v (Sum.inr j) = x * v (Sum.inr j) := by
  have a0 : (hamiltonian N w D K *ᵥ v) (Sum.inl 0) = K * ∑ j, v (Sum.inr j) := by
    simp [hamiltonian, Matrix.mulVec, dotProduct, Fintype.sum_sum_type, Finset.mul_sum]
  have a1 : (hamiltonian N w D K *ᵥ v) (Sum.inl 1) = w * v (Sum.inl 1) := by
    simp [hamiltonian, Matrix.mulVec, dotProduct, Fintype.sum_sum_type]
  have a2 : ∀ j, (hamiltonian N w D K *ᵥ v) (Sum.inr j) =
      K * v (Sum.inl 0) + D * v (Sum.inr j) := by
    intro j
    simp [hamiltonian, Matrix.mulVec, dotProduct, Fintype.sum_sum_type, Matrix.diagonal_apply]
  constructor
  · intro h
    exact ⟨a0.symm.trans (congrFun h _), a1.symm.trans (congrFun h _),
      fun j => (a2 j).symm.trans (congrFun h _)⟩
  · rintro ⟨h0, h1, hj⟩
    funext i
    rcases i with i | j
    · fin_cases i
      · exact a0.trans h0
      · exact a1.trans h1
    · exact (a2 j).trans (hj j)
```

## (b) The secular equation

**Task.** Show that every energy x other than w and D satisfies x(x − D) = NK².

**Solution.** Since x ≠ w, the second equation forces c₁ = 0. If c₀ were zero, the third would read (x − D) d_j = 0, so every d_j would vanish as well and v would be zero. Hence c₀ ≠ 0. Now sum the third equation over the doubles, with S = Σ_j d_j:

(x − D) S = N K c₀.

Multiply the first equation, K S = x c₀, by x − D and insert this:

x(x − D) c₀ = K (x − D) S = N K² c₀.

Dividing by c₀ gives the claim. The exclusion of D matters: for N ≥ 2, combinations of doubles whose amplitudes sum to zero do not couple to the reference and have energy exactly D.

In the code, `v1` and `v0` are the statements about c₁ and c₀, `hs` is the summed equation, and the last two lines cancel c₀.

```lean
/-- Every energy other than `w` and `D` solves the secular equation `x (x - D) = N K²`. -/
theorem secular_equation {N : ℕ} {w D K x : ℝ} (hx : x ∈ energies N w D K)
    (hw : x ≠ w) (hD : x ≠ D) : x * (x - D) = N * K ^ 2 := by
  obtain ⟨v, hv, h⟩ := hx
  obtain ⟨h0, h1, hj⟩ := (eigen_iff N w D K x v).1 h
  have v1 : v (Sum.inl 1) = 0 :=
    (mul_eq_zero.1 (show (x - w) * v (Sum.inl 1) = 0 by linear_combination -h1)).resolve_left
      (sub_ne_zero.2 hw)
  -- without a reference amplitude the whole vector would vanish
  have v0 : v (Sum.inl 0) ≠ 0 := by
    intro hz
    apply hv
    funext i
    rcases i with i | j
    · fin_cases i
      · exact hz
      · exact v1
    · have hj' := hj j
      rw [hz] at hj'
      exact (mul_eq_zero.1
        (show (x - D) * v (Sum.inr j) = 0 by linear_combination -hj')).resolve_left
        (sub_ne_zero.2 hD)
  -- add up the equations of all spectator doubles
  have hs : N * (K * v (Sum.inl 0)) + D * ∑ j, v (Sum.inr j) = x * ∑ j, v (Sum.inr j) := by
    have h2 := Finset.sum_congr (rfl : (Finset.univ : Finset (Fin N)) = Finset.univ)
      (fun j _ => hj j)
    rw [Finset.sum_add_distrib, Finset.sum_const, Finset.card_univ, Fintype.card_fin,
      nsmul_eq_mul, ← Finset.mul_sum, ← Finset.mul_sum] at h2
    exact h2
  apply mul_right_cancel₀ v0
  linear_combination (-(x - D)) * h0 - K * hs
```

## (c) The lower root

**Task.** Show that e_N solves the secular equation and that e_N ≤ 0.

**Solution.** Let R = √(D² + 4NK²). Then e_N = (D − R)/2 and e_N − D = −(D + R)/2, so

e_N (e_N − D) = (R² − D²)/4 = NK².

Because R ≥ D, the root is not positive. For N = 0 it is 0, the bare reference energy. The proof uses `hs` for the square of R and `hle` for R ≥ D.

```lean
/-- The ground-state expression solves the secular equation and is not above the reference. -/
theorem groundEnergy_root (N : ℕ) {D : ℝ} (K : ℝ) (hD : 0 < D) :
    groundEnergy N D K * (groundEnergy N D K - D) = N * K ^ 2 ∧ groundEnergy N D K ≤ 0 := by
  have hp : 0 ≤ 4 * (N : ℝ) * K ^ 2 := by positivity
  have hs := Real.sq_sqrt (show 0 ≤ D ^ 2 + 4 * (N : ℝ) * K ^ 2 by positivity)
  have hle : D ≤ √(D ^ 2 + 4 * (N : ℝ) * K ^ 2) := (Real.le_sqrt' hD).2 (by linarith)
  unfold groundEnergy
  constructor
  · linear_combination (1 / 4) * hs
  · linarith
```

## (d) The ground-state energy

**Task.** For w, D > 0, show that e_N is the lowest energy.

**Solution.** First, e_N is an energy. Take

c₀ = e_N − D, c₁ = 0, d_j = K for every j.

The reference row requires NK² = e_N(e_N − D), which is part (c). Each double row requires K(e_N − D) + DK = e_N K, which is an identity. The vector is nonzero because e_N − D < 0. It is not normalised; after normalisation the reference has weight

(D − e_N)/(D − 2e_N) = (1 + D/R)/2,

and the doubles together carry the rest.

Second, nothing lies lower. Suppose x < e_N is an energy. Then x is below 0, hence different from w and D, and part (b) applies. Subtracting the secular equation for e_N from the one for x gives

(x − e_N)(x + e_N − D) = 0.

Both factors are negative, so their product is positive, which is a contradiction.

`IsLeast` combines these two statements, membership and lower bound. In the second half, `hpos` is the positivity of the product.

```lean
/-- The lowest energy of the model with `N` spectators is `(D - √(D² + 4NK²)) / 2`. -/
theorem groundEnergy_isLeast (N : ℕ) {w D : ℝ} (K : ℝ) (hw : 0 < w) (hD : 0 < D) :
    IsLeast (energies N w D K) (groundEnergy N D K) := by
  obtain ⟨hr, hg⟩ := groundEnergy_root N K hD
  constructor
  · -- all spectator doubles enter with the same amplitude
    refine ⟨Sum.elim ![groundEnergy N D K - D, 0] (fun _ => K), ?_,
      (eigen_iff _ _ _ _ _ _).2 ⟨?_, ?_, ?_⟩⟩
    · intro h
      have h' : groundEnergy N D K - D = 0 := congrFun h (Sum.inl 0)
      linarith
    · show K * ∑ _j : Fin N, K = groundEnergy N D K * (groundEnergy N D K - D)
      rw [Finset.sum_const, Finset.card_univ, Fintype.card_fin, nsmul_eq_mul]
      linear_combination -hr
    · show w * 0 = groundEnergy N D K * 0
      ring
    · intro j
      show K * (groundEnergy N D K - D) + D * K = groundEnergy N D K * K
      ring
  · intro x hx
    by_contra hlt
    have hlt' := lt_of_not_ge hlt
    have hsec := secular_equation hx (by linarith : x < w).ne (by linarith : x < D).ne
    have hpos := mul_pos_of_neg_of_neg (show x - groundEnergy N D K < 0 by linarith)
      (show x + groundEnergy N D K - D < 0 by linarith)
    nlinarith
```

## (e) The excited level stays in place

**Task.** Show that w is an energy for every N.

**Solution.** The vector with c₁ = 1 and all other amplitudes zero satisfies the three equations of part (a) with x = w. It is already normalised. No sign condition on the parameters is needed.

```lean
/-- The local excited level `w` is an energy of the model for every number of spectators. -/
theorem excited_mem (N : ℕ) (w D K : ℝ) : w ∈ energies N w D K := by
  refine ⟨Sum.elim ![0, 1] (fun _ => 0), ?_, (eigen_iff _ _ _ _ _ _).2 ⟨?_, ?_, ?_⟩⟩
  · intro h
    have h' : (1 : ℝ) = 0 := congrFun h (Sum.inl 1)
    exact one_ne_zero h'
  · show K * ∑ _j : Fin N, (0 : ℝ) = w * 0
    simp
  · rfl
  · intro j
    show K * 0 + D * 0 = w * 0
    ring
```

## (f) When the excitation energy is the first gap

**Task.** For 0 < w ≤ D, show that w is the lowest energy apart from e_N.

**Solution.** By part (e), w is an energy, and it differs from e_N because w > 0 ≥ e_N. Suppose another energy x ≠ e_N lies below w. Then x < w ≤ D, so part (b) applies, and as before

(x − e_N)(x + e_N − D) = 0.

The first factor is nonzero by assumption, and the second is negative because x < D and e_N ≤ 0. This is impossible.

So w − e_N is the gap between the two lowest distinct energies when w ≤ D. If w > D and N ≥ 2, the uncoupled combinations of doubles at D lie below w; the difference w − e_N is then still the energy of the local excitation, but no longer the first gap. In the statement, the ground-state energy is removed from the spectrum by the set difference `energies N w D K \ {groundEnergy N D K}`.

```lean
/-- If the local excitation lies no higher than the doubles, `w` is the lowest energy apart from
the ground-state energy. -/
theorem excited_isLeast (N : ℕ) {w D : ℝ} (K : ℝ) (hw : 0 < w) (hwD : w ≤ D) :
    IsLeast (energies N w D K \ {groundEnergy N D K}) w := by
  obtain ⟨hr, hg⟩ := groundEnergy_root N K (hw.trans_le hwD)
  refine ⟨⟨excited_mem N w D K, fun h => ?_⟩, ?_⟩
  · have h' : w = groundEnergy N D K := h
    linarith
  · rintro x ⟨hx, hne⟩
    by_contra hlt
    have hlt' := lt_of_not_ge hlt
    have hsec := secular_equation hx hlt'.ne (by linarith : x < D).ne
    have hne' : x ≠ groundEnergy N D K := hne
    -- the other root of the secular equation lies at or above `D`
    exact mul_ne_zero (sub_ne_zero.2 hne')
      (show x + groundEnergy N D K - D < 0 by linarith).ne
      (by linear_combination hsec - hr)
```

## (g) How many spectators give a shift larger than B

**Task.** For D > 0 and B ≥ 0, show that the excitation energy exceeds w + B exactly when B(B + D) < NK².

**Solution.** Put g = −e_N ≥ 0, the amount by which the spectators raise the excitation energy. Part (c) says g(g + D) = NK², so

NK² − B(B + D) = g(g + D) − B(B + D) = (g − B)(g + B + D).

The last factor is positive. The left side is therefore positive exactly when g > B, that is, when w − e_N > w + B.

The criterion replaces the square root by a polynomial inequality that is linear in N. In the proof, each direction determines the sign of this product from the signs of its factors, the second by contradiction.

```lean
/-- The excitation energy exceeds `w` by more than `B ≥ 0` exactly when `B (B + D) < N K²`. -/
theorem shift_gt_iff (N : ℕ) (w : ℝ) {D B : ℝ} (K : ℝ) (hD : 0 < D) (hB : 0 ≤ B) :
    w + B < excitationEnergy N w D K ↔ B * (B + D) < N * K ^ 2 := by
  obtain ⟨hr, hg⟩ := groundEnergy_root N K hD
  unfold excitationEnergy
  constructor
  · intro h
    have := mul_pos (show 0 < -groundEnergy N D K - B by linarith)
      (show 0 < -groundEnergy N D K + B + D by linarith)
    nlinarith
  · intro h
    by_contra hn
    have := mul_nonneg (show 0 ≤ B + groundEnergy N D K by linarith)
      (show 0 ≤ -groundEnergy N D K + B + D by linarith)
    nlinarith
```

## (h) Every spectator raises the excitation energy

**Task.** For D > 0 and K ≠ 0, show that w − e_N increases strictly with N.

**Solution.** Let N < M and choose B = −e_N in part (g). Then

B(B + D) = e_N(e_N − D) = NK² < MK²,

and part (g), applied with M spectators, gives w − e_N < w − e_M. The Lean proof makes the same choice of B; `hlt` is the inequality NK² < MK², where K ≠ 0 is used.

```lean
/-- Each additional spectator strictly raises the CISD excitation energy. -/
theorem excitationEnergy_strictMono (w : ℝ) {D K : ℝ} (hD : 0 < D) (hK : K ≠ 0) :
    StrictMono (fun N : ℕ => excitationEnergy N w D K) := by
  intro N M hNM
  obtain ⟨hr, hg⟩ := groundEnergy_root N K hD
  have hc : (N : ℝ) < M := by exact_mod_cast hNM
  have hlt : (N : ℝ) * K ^ 2 < M * K ^ 2 := mul_lt_mul_of_pos_right hc (by positivity)
  have h := (shift_gt_iff M w K hD (neg_nonneg.2 hg)).2 (by nlinarith)
  show w - groundEnergy N D K < excitationEnergy M w D K
  linarith
```

## (i) The excitation energy diverges

**Task.** For w, D > 0 and K ≠ 0, show that w − e_N tends to infinity with N, and collect the facts that make it an excitation energy of the model.

**Solution.** Let b be any real bound and set B = max(b − w, 0). Choose a natural number n with

n > B(B + D)/K².

For every N ≥ n we have B(B + D) < NK², so by part (g)

w − e_N > w + B ≥ b.

As b was arbitrary, the excitation energy tends to infinity. The explicit formula also shows the rate: for large N the shift −e_N grows like |K| √N.

The theorem has two halves. The first says that for every N the lowest energy is e_N and that w is an energy, from parts (d) and (e). The second is the divergence, written `Tendsto ... atTop atTop`: past any bound b, for all sufficiently large N. The code's `exists_nat_gt` supplies n, and `shift_gt_iff` does the rest.

The result concerns this matrix with identical spectators and a fixed K; it gives no estimate of the error for a particular molecule. If the product excitations missing from CISD were restored, so that every spectator correlated independently in both states, the spectator contributions would cancel and the excitation energy would return to w, a comparison that rests on the physical argument and not on the theorems here.

```lean
/-- For every `N` the ground-state expression is the lowest energy and `w` is an energy, and the
CISD excitation energy between them tends to infinity with the number of spectators. -/
theorem excitationEnergy_diverges {w D K : ℝ} (hw : 0 < w) (hD : 0 < D) (hK : K ≠ 0) :
    (∀ N : ℕ, IsLeast (energies N w D K) (groundEnergy N D K) ∧ w ∈ energies N w D K) ∧
      Tendsto (fun N : ℕ => excitationEnergy N w D K) atTop atTop := by
  refine ⟨fun N => ⟨groundEnergy_isLeast N K hw hD, excited_mem N w D K⟩, ?_⟩
  refine tendsto_atTop.2 fun b => ?_
  have hK2 : 0 < K ^ 2 := by positivity
  -- enough spectators push the excitation energy past any bound `b`
  obtain ⟨n, hn⟩ := exists_nat_gt (max (b - w) 0 * (max (b - w) 0 + D) / K ^ 2)
  refine eventually_atTop.2 ⟨n, fun N hN => ?_⟩
  have hc : (n : ℝ) ≤ N := by exact_mod_cast hN
  have h := (shift_gt_iff N w K hD (le_max_right (b - w) 0)).2
    ((div_lt_iff₀ hK2).1 (hn.trans_le hc))
  have hb := le_max_left (b - w) 0
  linarith

end

end CISDExcitationSpectators
```

```lean
#print axioms CISDExcitationSpectators.excited_isLeast
-- 'CISDExcitationSpectators.excited_isLeast' depends on axioms: [propext, Classical.choice, Quot.sound]
#print axioms CISDExcitationSpectators.excitationEnergy_strictMono
-- 'CISDExcitationSpectators.excitationEnergy_strictMono' depends on axioms: [propext, Classical.choice, Quot.sound]
#print axioms CISDExcitationSpectators.excitationEnergy_diverges
-- 'CISDExcitationSpectators.excitationEnergy_diverges' depends on axioms: [propext, Classical.choice, Quot.sound]
```
